# Pseudo-canonical orbitals exist for every real symmetric matrix and every partition of the orbitals

Take three orthonormal orbitals, the first two in one class and the third in another, and a real symmetric matrix F with rows (a, b, x), (b, a, y) and (x, y, d). Replacing orbitals 1 and 2 by their normalised sum and difference removes the coupling b and leaves the couplings (x + y)/√2 and (x − y)/√2 to orbital 3; the theorems below extend this to any finite set of orbitals and any division into classes.

In Lean 4 with Mathlib:

```lean
import Mathlib

open Matrix

namespace PseudoCanonicalOrbitals

variable {n κ : Type*} [Fintype n] [DecidableEq n] [DecidableEq κ]

/-- A matrix over the orbitals is class-preserving if it has no entries between orbitals of
different classes; `c p` is the class of orbital `p`. -/
def ClassPreserving {n κ : Type*} (c : n → κ) (A : Matrix n n ℝ) : Prop :=
  ∀ p q, c p ≠ c q → A p q = 0

/-- A matrix is pseudo-canonical if its entries between distinct orbitals of the same class
vanish. -/
def PseudoCanonical {n κ : Type*} (c : n → κ) (A : Matrix n n ℝ) : Prop :=
  ∀ p q, p ≠ q → c p = c q → A p q = 0

/-- The part of a matrix that acts within the classes: entries between different classes are
set to zero. -/
def classPart {n κ : Type*} [DecidableEq κ] (c : n → κ) (A : Matrix n n ℝ) : Matrix n n ℝ :=
  Matrix.of fun p q => if c p = c q then A p q else 0

omit [DecidableEq n] in
/-- A sum over all orbitals whose terms vanish outside one class is a sum over that class. -/
theorem sum_class (c : n → κ) (k : κ) (f : n → ℝ) (hf : ∀ r, c r ≠ k → f r = 0) :
    ∑ r, f r = ∑ r : {x // c x = k}, f r := by
  rw [← Finset.sum_subtype (Finset.univ.filter (fun r => c r = k)) (by simp) f,
    Finset.sum_filter]
  refine Finset.sum_congr rfl fun r _ => ?_
  by_cases h : c r = k
  · rw [if_pos h]
  · rw [if_neg h, hf r h]

/-- A real symmetric matrix has an orthonormal set of eigenvectors, collected as the columns
of `V`, with eigenvalues `e`. -/
theorem exists_eigenbasis {m : Type*} [Fintype m] [DecidableEq m] (A : Matrix m m ℝ)
    (hA : A.IsSymm) :
    ∃ (V : Matrix m m ℝ) (e : m → ℝ), Vᵀ * V = 1 ∧ A * V = V * diagonal e := by
  have hH : A.IsHermitian := by
    rw [Matrix.IsHermitian, Matrix.conjTranspose_eq_transpose_of_trivial]
    exact hA
  refine ⟨Matrix.of fun i j => hH.eigenvectorBasis j i, hH.eigenvalues, ?_, ?_⟩
  · ext i j
    have h := orthonormal_iff_ite.mp hH.eigenvectorBasis.orthonormal i j
    rw [PiLp.inner_apply] at h
    rw [Matrix.mul_apply, Matrix.one_apply]
    refine Eq.trans (Finset.sum_congr rfl fun r _ => ?_) h
    simp [mul_comm]
  · ext i j
    calc (A * Matrix.of fun i j => hH.eigenvectorBasis j i) i j
        = hH.eigenvalues j * hH.eigenvectorBasis j i :=
          congrFun (hH.mulVec_eigenvectorBasis j) i
      _ = hH.eigenvectorBasis j i * hH.eigenvalues j := mul_comm _ _
      _ = _ := by rw [Matrix.mul_diagonal, Matrix.of_apply]

omit [DecidableEq n] [DecidableEq κ] in
/-- The product of two class-preserving matrices is class-preserving. -/
theorem ClassPreserving.mul {c : n → κ} {A B : Matrix n n ℝ}
    (hA : ClassPreserving c A) (hB : ClassPreserving c B) : ClassPreserving c (A * B) := by
  intro p q h
  rw [Matrix.mul_apply]
  refine Finset.sum_eq_zero fun r _ => ?_
  by_cases hr : c p = c r
  · rw [hB r q (fun e => h (hr.trans e)), mul_zero]
  · rw [hA p r hr, zero_mul]

omit [DecidableEq n] in
/-- Under a class-preserving change of orbitals, the within-class part of `F` transforms
by itself. -/
theorem classPart_conj (c : n → κ) (F U : Matrix n n ℝ) (hU : ClassPreserving c U) :
    classPart c (Uᵀ * F * U) = Uᵀ * classPart c F * U := by
  have right : ∀ A : Matrix n n ℝ, classPart c (A * U) = classPart c A * U := by
    intro A
    ext p q
    simp only [classPart, Matrix.of_apply, Matrix.mul_apply]
    by_cases h : c p = c q
    · rw [if_pos h]
      refine Finset.sum_congr rfl fun s _ => ?_
      by_cases hs : c s = c q
      · rw [if_pos (h.trans hs.symm)]
      · rw [hU s q hs, mul_zero, mul_zero]
    · rw [if_neg h]
      refine (Finset.sum_eq_zero fun s _ => ?_).symm
      by_cases hs : c s = c q
      · rw [if_neg (fun e => h (e.trans hs)), zero_mul]
      · rw [hU s q hs, mul_zero]
  have tr : ∀ A : Matrix n n ℝ, classPart c Aᵀ = (classPart c A)ᵀ := by
    intro A
    ext p q
    by_cases h : c p = c q
    · simp [classPart, h]
    · simp [classPart, h, Ne.symm h]
  -- the left factor follows from the right one by transposition
  have left : classPart c (Uᵀ * F) = Uᵀ * classPart c F := by
    have h := congrArg Matrix.transpose (right Fᵀ)
    rwa [← tr, Matrix.transpose_mul, Matrix.transpose_mul, tr F,
      Matrix.transpose_transpose, Matrix.transpose_transpose] at h
  rw [right, left]

/-- A class-preserving orthogonal `U` brings `F` to pseudo-canonical form exactly when its
columns are eigenvectors of the within-class part of `F`. -/
theorem pseudoCanonical_iff_eigen (c : n → κ) (F U : Matrix n n ℝ) (hO : Uᵀ * U = 1)
    (hU : ClassPreserving c U) :
    PseudoCanonical c (Uᵀ * F * U) ↔
      ∃ ε : n → ℝ, classPart c F * U = U * diagonal ε := by
  have hconj := classPart_conj c F U hU
  constructor
  · intro h
    refine ⟨fun q => (Uᵀ * F * U) q q, ?_⟩
    have hd : classPart c (Uᵀ * F * U) = diagonal fun q => (Uᵀ * F * U) q q := by
      ext p q
      by_cases hpq : p = q
      · subst hpq
        rw [Matrix.diagonal_apply_eq]
        exact if_pos rfl
      · rw [Matrix.diagonal_apply_ne _ hpq]
        by_cases hc : c p = c q
        · exact (if_pos hc).trans (h p q hpq hc)
        · exact if_neg hc
    have hO' : U * Uᵀ = 1 := mul_eq_one_comm.mp hO
    rw [← hd, hconj, ← mul_assoc, ← mul_assoc, hO', one_mul]
  · rintro ⟨ε, hε⟩ p q hpq hc
    rw [mul_assoc Uᵀ (classPart c F) U, hε, ← mul_assoc Uᵀ U, hO, one_mul] at hconj
    have h := congrFun (congrFun hconj p) q
    rw [Matrix.diagonal_apply_ne _ hpq] at h
    exact (if_pos hc).symm.trans h

/-- Pseudo-canonical orbitals exist: for a real symmetric `F` and any partition of the orbitals
into classes, an orthogonal `U` that does not mix the classes removes all off-diagonal
entries of `F` within each class. -/
theorem exists_pseudoCanonical (c : n → κ) (F : Matrix n n ℝ) (hF : F.IsSymm) :
    ∃ U : Matrix n n ℝ, Uᵀ * U = 1 ∧ ClassPreserving c U ∧
      PseudoCanonical c (Uᵀ * F * U) := by
  -- diagonalise the block of each class
  choose V e hV hFV using fun k : κ =>
    exists_eigenbasis (F.submatrix (Subtype.val : {x // c x = k} → n) Subtype.val)
      (hF.submatrix _)
  -- assemble the eigenvectors of all blocks into one matrix
  obtain ⟨U, hdef⟩ : ∃ U : Matrix n n ℝ, ∀ p q, U p q =
      if h : c p = c q then V (c q) ⟨p, h⟩ ⟨q, rfl⟩ else 0 :=
    ⟨Matrix.of fun p q => if h : c p = c q then V (c q) ⟨p, h⟩ ⟨q, rfl⟩ else 0,
      fun _ _ => rfl⟩
  have hU0 : ClassPreserving c U := fun p q h => by rw [hdef, dif_neg h]
  have hU1 : ∀ p q (h : c p = c q), U p q = V (c q) ⟨p, h⟩ ⟨q, rfl⟩ :=
    fun p q h => by rw [hdef, dif_pos h]
  have hU2 : ∀ (k : κ) (p q : {x // c x = k}), U p q = V k p q := by
    rintro k ⟨p, hp⟩ ⟨q, hq⟩
    subst hq
    exact hU1 p q hp
  have hO : Uᵀ * U = 1 := by
    ext p q
    rw [Matrix.mul_apply]
    by_cases h : c p = c q
    · calc ∑ r, Uᵀ p r * U r q
          = ∑ r : {x // c x = c q}, V (c q) r ⟨p, h⟩ * V (c q) r ⟨q, rfl⟩ := by
            refine (sum_class c (c q) _ fun r hr => ?_).trans
              (Finset.sum_congr rfl fun r _ => ?_)
            · rw [hU0 r q hr, mul_zero]
            · exact congrArg₂ (· * ·) (hU2 (c q) r ⟨p, h⟩) (hU2 (c q) r ⟨q, rfl⟩)
        _ = (1 : Matrix {x // c x = c q} {x // c x = c q} ℝ) ⟨p, h⟩ ⟨q, rfl⟩ :=
            congrFun (congrFun (hV (c q)) ⟨p, h⟩) ⟨q, rfl⟩
        _ = (1 : Matrix n n ℝ) p q := by simp [Matrix.one_apply]
    · rw [Matrix.one_apply_ne (fun e' => h (congrArg c e'))]
      refine Finset.sum_eq_zero fun r _ => ?_
      by_cases hr : c r = c q
      · rw [Matrix.transpose_apply, hU0 r p (fun e' => h (e'.symm.trans hr)), zero_mul]
      · rw [hU0 r q hr, mul_zero]
  refine ⟨U, hO, hU0, (pseudoCanonical_iff_eigen c F U hO hU0).mpr
    ⟨fun q => e (c q) ⟨q, rfl⟩, ?_⟩⟩
  -- the eigenvalue equation holds class by class
  ext p q
  rw [Matrix.mul_apply, Matrix.mul_diagonal]
  by_cases h : c p = c q
  · calc ∑ r, classPart c F p r * U r q
        = ∑ r : {x // c x = c q}, F p r * V (c q) r ⟨q, rfl⟩ := by
          refine (sum_class c (c q) _ fun r hr => ?_).trans
            (Finset.sum_congr rfl fun r _ => ?_)
          · rw [hU0 r q hr, mul_zero]
          · exact congrArg₂ (· * ·) (if_pos (h.trans r.2.symm)) (hU2 (c q) r ⟨q, rfl⟩)
      _ = (V (c q) * diagonal (e (c q))) ⟨p, h⟩ ⟨q, rfl⟩ :=
          congrFun (congrFun (hFV (c q)) ⟨p, h⟩) ⟨q, rfl⟩
      _ = U p q * e (c q) ⟨q, rfl⟩ := by rw [Matrix.mul_diagonal, hU1 p q h]
  · rw [hU0 p q h, zero_mul]
    refine Finset.sum_eq_zero fun r _ => ?_
    by_cases hr : c r = c q
    · have h0 : classPart c F p r = 0 := if_neg (fun e' => h (e'.trans hr))
      rw [h0, zero_mul]
    · rw [hU0 r q hr, mul_zero]

/-- A real symmetric `F` can be made fully diagonal by an orthogonal `U` that does not mix the
classes if and only if `F` has no entries between different classes. -/
theorem exists_diagonal_iff (c : n → κ) (F : Matrix n n ℝ) (hF : F.IsSymm) :
    (∃ U : Matrix n n ℝ, Uᵀ * U = 1 ∧ ClassPreserving c U ∧ (Uᵀ * F * U).IsDiag) ↔
      ClassPreserving c F := by
  have htr : ∀ U : Matrix n n ℝ, ClassPreserving c U → ClassPreserving c Uᵀ :=
    fun U hU p q h => hU q p (Ne.symm h)
  constructor
  · rintro ⟨U, hO, hU, hD⟩
    have hO' : U * Uᵀ = 1 := mul_eq_one_comm.mp hO
    have hD' : ClassPreserving c (Uᵀ * F * U) :=
      fun p q h => hD (fun e => h (congrArg c e))
    -- rotate back: every factor is class-preserving
    have hback : U * (Uᵀ * F * U) * Uᵀ = F := by
      calc U * (Uᵀ * F * U) * Uᵀ = (U * Uᵀ) * F * (U * Uᵀ) := by noncomm_ring
        _ = F := by rw [hO', one_mul, mul_one]
    rw [← hback]
    exact (hU.mul hD').mul (htr U hU)
  · intro h
    obtain ⟨U, hO, hU, hP⟩ := exists_pseudoCanonical c F hF
    refine ⟨U, hO, hU, fun p q hpq => ?_⟩
    by_cases hc : c p = c q
    · exact hP p q hpq hc
    · exact (((htr U hU).mul h).mul hU) p q hc

end PseudoCanonicalOrbitals
```

```lean
#print axioms PseudoCanonicalOrbitals.exists_pseudoCanonical
#print axioms PseudoCanonicalOrbitals.exists_diagonal_iff
```

```
'PseudoCanonicalOrbitals.exists_pseudoCanonical' depends on axioms: [propext, Classical.choice, Quot.sound]
'PseudoCanonicalOrbitals.exists_diagonal_iff' depends on axioms: [propext, Classical.choice, Quot.sound]
```

## Classes, blocks and the matrix U

The orbitals are indexed by a finite type `n`, and a map `c : n → κ` gives each orbital a label. Two orbitals p and q belong to the same class when c(p) = c(q). Every partition of the orbitals arises from such a map, and labels that no orbital carries do no harm.

Three definitions describe the block structure:

- `ClassPreserving c A` says that A_pq = 0 whenever p and q lie in different classes. For an orbital transformation, this means that the classes are not mixed.
- `PseudoCanonical c A` says that A_pq = 0 whenever p and q are distinct and lie in the same class. It says nothing about entries between classes.
- `classPart c A` keeps the entries within classes and sets the others to zero. It is written P(A) below.

The main theorem, `exists_pseudoCanonical`, takes a real matrix F with `F.IsSymm`, that is, Fᵀ = F. It gives a real matrix U with UᵀU = 1 that is class-preserving and for which UᵀFU is pseudo-canonical. In the example, the columns of U are (1, 1, 0)/√2, (1, −1, 0)/√2 and (0, 0, 1), and the diagonal of UᵀFU is a + b, a − b, d.

The second result, `exists_diagonal_iff`, says when such a U can remove all off-diagonal entries: exactly when F has no entries between classes to begin with. In the example this requires x = y = 0.

## Fock matrices and redundant rotations

F stands for a Fock matrix in an orthonormal basis of real orbitals, and column q of U holds the coefficients of the new orbital q. The classes may be occupied and virtual orbitals, or inactive, active and virtual ones. The energy of a closed-shell determinant does not change when occupied orbitals are rotated among themselves, or virtual orbitals among themselves. These rotations are redundant in the energy optimisation, and the freedom they leave can be spent on making the diagonal blocks of F diagonal.

For a fixed, finite, real Fock matrix, this supplies orbital energies within each class even when the occupied–virtual block has not vanished, which is useful in perturbation theory built on orbitals that are not canonical. With occupied and virtual orbitals as the classes, the second result says that redundant rotations lead to fully canonical orbitals exactly when the occupied–virtual block of F is zero, which is the closed-shell SCF stationarity condition.

The matrix F is given once and does not depend on U. This suits a closed-shell Fock operator, which depends on the occupied space and not on the choice of orbitals within it. An overlap matrix other than the identity and complex orbitals are not treated. The condition UᵀU = 1 also admits reflections, and the theorem fixes neither the order of the orbital energies nor a unique choice of U.

## Why the class part rotates by itself

Let U be class-preserving. The first step is to show that P(AU) = P(A)U for any matrix A. If c(p) = c(q), then

(AU)_pq = Σ_s A_ps U_sq,

and only terms with c(s) = c(q) = c(p) survive. For these, A_ps = P(A)_ps, so the sum equals (P(A)U)_pq. If c(p) ≠ c(q), the left side is zero by definition. A nonzero term P(A)_ps U_sq on the right would need c(s) = c(p) and c(s) = c(q) together, which is impossible.

Since P(Aᵀ) = P(A)ᵀ, transposition gives P(UᵀF) = UᵀP(F). Together,

P(UᵀFU) = Uᵀ P(F) U.

This is `classPart_conj`. Its internal statements `right`, `tr` and `left` are the three facts just used, and the case distinctions on classes are the `by_cases` steps.

## From vanishing couplings to an eigenvalue equation

Now let U also be orthogonal, and write M = UᵀFU. If M is pseudo-canonical, its class part has no off-diagonal entries at all, so P(M) = diag(ε) with ε_q = M_qq. Hence

Uᵀ P(F) U = diag(ε).

Multiplying from the left by U and using UUᵀ = 1 gives

P(F) U = U diag(ε).

Conversely, multiplying this equation from the left by Uᵀ gives P(M) = diag(ε), so M_pq = 0 for distinct p and q in the same class. This equivalence is `pseudoCanonical_iff_eigen`. The relation UUᵀ = 1 follows from UᵀU = 1 because the matrices are square and finite; `mul_eq_one_comm` supplies it.

## Assembling the block eigenvectors

For each label k, let F^k be the block of F on the orbitals of class k. It is real symmetric, so the spectral theorem gives a matrix V^k and eigenvalues e^k with

(V^k)ᵀ V^k = 1,  F^k V^k = V^k diag(e^k).

The lemma `exists_eigenbasis` puts Mathlib's spectral theorem into this form, and `choose` selects one V^k and one e^k for every label. The full matrix is then

U_pq = V^k_pq with k = c(q), if c(p) = c(q),
U_pq = 0 otherwise.

It is class-preserving by construction (`hU0`), and within a class it agrees with the block eigenvectors (`hU2`).

For orthogonality, consider

(UᵀU)_pq = Σ_r U_rp U_rq.

If p and q share the class k, only r in class k contributes, and the sum is ((V^k)ᵀV^k)_pq = δ_pq. If they lie in different classes, no r shares a class with both, so every term vanishes, as it should for p ≠ q. The reduction from all orbitals to one class is the lemma `sum_class`.

The eigenvalue equation follows in the same way. For p and q in class k,

Σ_r P(F)_pr U_rq = Σ_(r in k) F_pr V^k_rq = V^k_pq e^k_q = U_pq e^k_q.

For p and q in different classes, both sides are zero. Thus P(F)U = U diag(ε) with ε_q = e^k_q for k = c(q), and the equivalence of the previous step shows that UᵀFU is pseudo-canonical. The two `calc` blocks in `exists_pseudoCanonical` are these two computations.

## When the whole matrix becomes diagonal

Suppose an orthogonal, class-preserving U makes D = UᵀFU diagonal. Rotating back gives

F = U D Uᵀ.

All three factors are class-preserving, since a diagonal matrix has no entries between classes. A product AB of class-preserving matrices is again class-preserving: in Σ_r A_pr B_rq with c(p) ≠ c(q), the index r cannot share a class with both p and q. This is `ClassPreserving.mul`, and it shows that F has no entries between classes.

Conversely, if F has none, take the U of the main theorem. The entries of UᵀFU within classes vanish off the diagonal, and those between classes vanish because UᵀFU is a product of class-preserving matrices.

## Two hypotheses put to the test

Without symmetry of F, the main theorem fails already for two orbitals in a single class. Take F with rows (0, 1) and (0, 0). If UᵀFU = D were diagonal for an orthogonal U, then F = UDUᵀ would be symmetric, which it is not.

In `pseudoCanonical_iff_eigen`, U must not mix the classes. Put two orbitals in two separate classes, let F = diag(0, 1), and let U have the columns (1, 1)/√2 and (1, −1)/√2. Then UᵀFU is pseudo-canonical, because no class contains two distinct orbitals. Yet P(F) = F sends (1, 1)/√2 to (0, 1)/√2, so the first column of U is not an eigenvector.
